# The block form of a pure Lorentz boost followed on the right by a spatial matrix

In units with c = 1, a pure boost is fixed by the spatial part u of a four-velocity, with Lorentz factor γ = √(1 + u·u). The theorem `boost_mul_rotation` multiplies this boost on the right by diag(1, R), which leaves time alone and acts on space by R. The product has time-time entry γ, time-space row uᵀR, space-time column u and spatial block R + u(uᵀR)/(1+γ). The number of spatial dimensions is any finite one, and R is any real square matrix, so it needn't be orthogonal as a true rotation would be. The attempt first shows that (u uᵀ)R = u(uᵀR), then multiplies out the blocks, rewrites with this identity and compares entries.

As first written in Lean, the proof fails:

```lean
import Mathlib

open Matrix
open Sum (inl inr)

namespace BoostMulRotation

noncomputable section

/-- The time index. -/
local notation "τ" => Sum.inl ()

variable {n : Type*} [Fintype n] [DecidableEq n]

/-- The Lorentz factor `√(1 + u·u)` of the spatial part `u` of a four-velocity. -/
def gamma (u : n → ℝ) : ℝ := √(1 + u ⬝ᵥ u)

/-- The pure boost `[[γ, uᵀ], [u, I + u uᵀ/(1+γ)]]`. -/
def boost (u : n → ℝ) : Matrix (Unit ⊕ n) (Unit ⊕ n) ℝ :=
  fromBlocks (of fun _ _ => gamma u) (of fun _ j => u j) (of fun i _ => u i)
    (1 + (1 + gamma u)⁻¹ • vecMulVec u u)

/-- The matrix `diag(1, R)`, which acts on space alone. -/
def rotation (R : Matrix n n ℝ) : Matrix (Unit ⊕ n) (Unit ⊕ n) ℝ :=
  fromBlocks 1 0 0 R

/-- The block form of the product `B(u) diag(1, R)`. -/
theorem boost_mul_rotation (u : n → ℝ) (R : Matrix n n ℝ) :
    boost u * rotation R = fromBlocks (of fun _ _ => gamma u) (of fun _ j => (u ᵥ* R) j)
      (of fun i _ => u i) (R + (1 + gamma u)⁻¹ • vecMulVec u (u ᵥ* R)) := by
  have h : vecMulVec u u * R = vecMulVec u (u ᵥ* R) := by
    ext i j
    simp [Matrix.mul_apply, vecMulVec_apply, vecMul, dotProduct, Finset.mul_sum, mul_assoc]
  rw [boost, rotation, fromBlocks_multiply, Matrix.add_mul, Matrix.smul_mul, h]
  ext (⟨⟩ | i) (⟨⟩ | j) <;> simp [Matrix.mul_apply, vecMul, dotProduct]

end

end BoostMulRotation
```

Lean reports:

```
Main.lean:34:77: error: Tactic `rewrite` failed: Did not find an occurrence of the pattern
  vecMulVec u u * R
in the target expression
  fromBlocks ((of fun x x_1 => gamma u) * 1 + (of fun x j => u j) * 0)
      ((of fun x x_1 => gamma u) * 0 + (of fun x j => u j) * R)
      ((of fun i x => u i) * 1 + (1 * 0 + (1 + gamma u)⁻¹ • (vecMulVec u u * 0)))
      ((of fun i x => u i) * 0 + (1 + (1 + gamma u)⁻¹ • vecMulVec u u) * R) =
    fromBlocks (of fun x x_1 => gamma u) (of fun x j => (u ᵥ* R) j) (of fun i x => u i)
      (R + (1 + gamma u)⁻¹ • vecMulVec u (u ᵥ* R))

n : Type u_1
inst✝¹ : Fintype n
inst✝ : DecidableEq n
u : n → ℝ
R : Matrix n n ℝ
h : vecMulVec u u * R = vecMulVec u (u ᵥ* R)
⊢ fromBlocks ((of fun x x_1 => gamma u) * 1 + (of fun x j => u j) * 0)
      ((of fun x x_1 => gamma u) * 0 + (of fun x j => u j) * R)
      ((of fun i x => u i) * 1 + (1 * 0 + (1 + gamma u)⁻¹ • (vecMulVec u u * 0)))
      ((of fun i x => u i) * 0 + (1 + (1 + gamma u)⁻¹ • vecMulVec u u) * R) =
    fromBlocks (of fun x x_1 => gamma u) (of fun x j => (u ᵥ* R) j) (of fun i x => u i)
      (R + (1 + gamma u)⁻¹ • vecMulVec u (u ᵥ* R))
```

As a diff, the version that Lean accepts:

```diff
@@ -32,5 +32,8 @@
     ext i j
     simp [Matrix.mul_apply, vecMulVec_apply, vecMul, dotProduct, Finset.mul_sum, mul_assoc]
-  rw [boost, rotation, fromBlocks_multiply, Matrix.add_mul, Matrix.smul_mul, h]
+  have hs : (1 + (1 + gamma u)⁻¹ • vecMulVec u u) * R =
+      R + (1 + gamma u)⁻¹ • vecMulVec u (u ᵥ* R) := by
+    rw [Matrix.add_mul, Matrix.one_mul, Matrix.smul_mul, h]
+  rw [boost, rotation, fromBlocks_multiply, hs]
   ext (⟨⟩ | i) (⟨⟩ | j) <;> simp [Matrix.mul_apply, vecMul, dotProduct]
 
```

The message says that `rw` can't find `vecMulVec u u * R`, the left side of `h`. The identity `h` is proved, but the product it needs has not been expanded.

After `fromBlocks_multiply`, the spatial part of the boost appears in two products, one with `0` in the lower-left block and one with `R` in the lower-right. `rw [Matrix.add_mul]` fixes its variables at the first match, here the product with `0`, and rewrites only instances of that same expression. `Matrix.smul_mul` then acts in the same block. The goal in the message shows this: the lower-left block holds `vecMulVec u u * 0`, while the lower-right still holds `(1 + (1 + gamma u)⁻¹ • vecMulVec u u) * R`.

The repair proves the product with `R` separately, as `hs`. There the only product to expand is the one with `R`, so `Matrix.add_mul` and `Matrix.smul_mul` expose the left side of `h`, and `Matrix.one_mul` turns `1 * R` into `R`. The main `rw` then uses `hs`, whose left side names `R` and so matches the lower-right block.
